# Every derivative of the Fermi-Dirac function is a polynomial in the occupation

Differentiate the Fermi-Dirac function twice with the quotient rule and the result is

f''(x) = exp(x) (exp(x) − 1) / (1 + exp(x))³.

For a level far above the chemical potential, numerator and denominator both overflow in floating-point arithmetic. The program then returns an undefined quotient where the true value is practically zero. Each further derivative makes the quotient longer. Written in powers of f itself, the same derivative is f − 3f² + 2f³, which causes no trouble at such a level, and the coefficients at every order are known in closed form.

The first derivative, with its sign reversed, is the weight function in the Sommerfeld expansion. Higher derivatives occur when occupations with Fermi-Dirac smearing are expanded in powers of a shift of the levels. The formulas below serve there for non-interacting electrons, with temperature and chemical potential held fixed.

## The coefficients derived by hand

Let x = β(ε − μ) be the reduced energy, with ε the level energy, μ the chemical potential and β the inverse temperature. The occupation is

f(x) = 1 / (1 + exp(x)).

Let S(m,j) be the Stirling number of the second kind, the number of ways to divide m distinguishable objects into j non-empty, unlabelled groups. The claim is that for every n = 0, 1, 2, … and every real x

f⁽ⁿ⁾(x) = Σ_{k=0}^{n} c(n,k) f(x)^(k+1), with c(n,k) = (−1)^(n+k) k! S(n+1,k+1).

Here n is the order of the derivative, not an occupation number.

Since 1 − f = exp(x)/(1 + exp(x)), the first derivative is

f' = −exp(x)/(1 + exp(x))² = −f(1 − f).

The Stirling numbers obey

S(n+2,k+2) = (k+2) S(n+1,k+2) + S(n+1,k+1).

Multiplying by (−1)^(n+k) (k+1)! turns this into

c(n+1,k+1) = (k+1) c(n,k) − (k+2) c(n,k+1).

At the edges, S(m,1) = 1 for m ≥ 1 gives c(n+1,0) = −c(n,0), and S(n+1,n+2) = 0 gives c(n,n+1) = 0.

The case n = 0 reads f = f, because c(0,0) = S(1,1) = 1. Suppose the claim holds for n. Differentiating term by term gives

f⁽ⁿ⁺¹⁾ = Σ_{k=0}^{n} c(n,k) (k+1) f^k · (−f(1 − f))
= Σ_{k=0}^{n} (k+1) c(n,k) f^(k+2) − Σ_{k=0}^{n} (k+1) c(n,k) f^(k+1).

The power f¹ has coefficient −c(n,0) = c(n+1,0). For k = 0, …, n, the power f^(k+2) has coefficient (k+1) c(n,k) − (k+2) c(n,k+1) = c(n+1,k+1), where the second term vanishes at k = n. This is the claim for n + 1.

Each derivative with respect to ε brings down a factor β, so

dⁿ/dεⁿ f(β(ε − μ)) = βⁿ f⁽ⁿ⁾(β(ε − μ)).

Reflection exchanges particles and holes:

f(−x) = exp(x)/(1 + exp(x)) = 1 − f(x).

Differentiating this n + 1 times removes the constant and leaves

f⁽ⁿ⁺¹⁾(−x) = (−1)ⁿ f⁽ⁿ⁺¹⁾(x).

For odd n the order n + 1 is even, and at x = 0 the derivative equals its own negative, so it is zero.

## The occupation and its coefficients in Lean

```lean
import Mathlib

namespace FermiDiracDerivatives

noncomputable section
```

The function f is called `fermi` and takes the reduced energy as a real number.

```lean
/-- The Fermi-Dirac occupation as a function of the reduced energy `x`. -/
def fermi (x : ℝ) : ℝ := 1 / (1 + Real.exp x)
```

That a level in equilibrium has this occupation is the physical input: it is the grand-canonical result for non-interacting fermions, and here it enters as a definition. In a self-consistent calculation the levels and μ also respond to the occupations, and that response has to be added separately.

The number c(n,k) is `coeff n k`. Its second index is one less than the power of f that it multiplies.

```lean
/-- The coefficient of the `(k+1)`-th power of the occupation in the `n`-th derivative:
a sign, a factorial and a Stirling number of the second kind. -/
def coeff (n k : ℕ) : ℝ :=
  (-1) ^ (n + k) * (k.factorial : ℝ) * (Nat.stirlingSecond (n + 1) (k + 1) : ℝ)
```

## The slope and the Stirling recurrence

`HasDerivAt fermi a x` says that `fermi` is differentiable at `x` with derivative `a`. The proof applies the quotient rule, whose denominator is positive, and then `field_simp` and `ring` bring the result to the form −f(1 − f).

```lean
/-- The slope of the Fermi-Dirac function is minus the product of the occupations of
particle and hole. -/
theorem hasDerivAt_fermi (x : ℝ) :
    HasDerivAt fermi (-(fermi x * (1 - fermi x))) x := by
  have hne : 1 + Real.exp x ≠ 0 := by positivity
  have h : HasDerivAt fermi
      ((0 * (1 + Real.exp x) - 1 * Real.exp x) / (1 + Real.exp x) ^ 2) x :=
    (hasDerivAt_const x (1 : ℝ)).fun_div ((Real.hasDerivAt_exp x).const_add 1) hne
  refine h.congr_deriv ?_
  unfold fermi
  field_simp
  ring
```

The recurrence for c(n,k) follows as it does by hand: one rewrite inserts the Stirling recurrence, another splits (k+1)! into (k+1) k!, and `ring` collects the signs.

```lean
/-- One more derivative mixes neighbouring coefficients, by the recurrence of the
Stirling numbers. -/
theorem coeff_succ_succ (n k : ℕ) :
    coeff (n + 1) (k + 1) = (k + 1) * coeff n k - (k + 2) * coeff n (k + 1) := by
  unfold coeff
  rw [Nat.stirlingSecond_succ_succ (n + 1) (k + 1), Nat.factorial_succ k]
  push_cast
  ring
```

## Shifting the index

The next lemma is pure algebra, with an arbitrary real number `y` in place of f(x). `Finset.range (n + 1)` is the set k = 0, …, n.

```lean
/-- Multiplying out the chain rule for the `n`-th sum in the occupation `y`, with slope
`-y(1-y)`, gives the sum of order `n+1`. -/
theorem sum_step (n : ℕ) (y : ℝ) :
    ∑ k ∈ Finset.range (n + 1), coeff n k * (((k : ℝ) + 1) * y ^ k * (-(y * (1 - y))))
      = ∑ k ∈ Finset.range (n + 2), coeff (n + 1) k * y ^ (k + 1) := by
  have hzero : coeff (n + 1) 0 = -coeff n 0 := by
    unfold coeff
    rw [Nat.stirlingSecond_succ_succ (n + 1) 0, Nat.stirlingSecond_succ_zero]
    push_cast
    ring
  have htop : coeff n (n + 1) = 0 := by
    unfold coeff
    rw [Nat.stirlingSecond_eq_zero_of_lt (by omega)]
    simp
  -- g collects the terms that keep the power of the occupation
  obtain ⟨g, hg⟩ : ∃ g : ℕ → ℝ, ∀ k, g k = -((k : ℝ) + 1) * coeff n k * y ^ (k + 1) :=
    ⟨_, fun _ => rfl⟩
  have key := (Finset.sum_range_succ' g (n + 1)).symm.trans (Finset.sum_range_succ g (n + 1))
  have hg0 : g 0 = -coeff n 0 * y ^ (0 + 1) := by
    rw [hg]
    push_cast
    ring
  have hgt : g (n + 1) = 0 := by
    rw [hg, htop]
    ring
  have a : ∑ k ∈ Finset.range (n + 1), coeff (n + 1) (k + 1) * y ^ (k + 1 + 1)
      = ∑ k ∈ Finset.range (n + 1), ((k : ℝ) + 1) * coeff n k * y ^ (k + 2)
        + ∑ k ∈ Finset.range (n + 1), g (k + 1) := by
    rw [← Finset.sum_add_distrib]
    refine Finset.sum_congr rfl fun k _ => ?_
    rw [coeff_succ_succ, hg]
    push_cast
    ring
  have b : ∑ k ∈ Finset.range (n + 1),
        coeff n k * (((k : ℝ) + 1) * y ^ k * (-(y * (1 - y))))
      = ∑ k ∈ Finset.range (n + 1), ((k : ℝ) + 1) * coeff n k * y ^ (k + 2)
        + ∑ k ∈ Finset.range (n + 1), g k := by
    rw [← Finset.sum_add_distrib]
    refine Finset.sum_congr rfl fun k _ => ?_
    rw [hg]
    ring
  have c : ∑ k ∈ Finset.range (n + 2), coeff (n + 1) k * y ^ (k + 1)
      = ∑ k ∈ Finset.range (n + 1), coeff (n + 1) (k + 1) * y ^ (k + 1 + 1)
        + coeff (n + 1) 0 * y ^ (0 + 1) :=
    Finset.sum_range_succ' (fun k => coeff (n + 1) k * y ^ (k + 1)) (n + 1)
  rw [b, c, a, hzero]
  linarith
```

The facts `hzero` and `htop` are the two edge values. The sequence `g` holds the terms −(k+1) c(n,k) y^(k+1), in which the power is not raised. Equation `b` splits the left-hand sum into raised and unraised terms. Equation `c` separates the lowest power on the right, and `a` applies the recurrence to the rest. What remains to be shown is that `g` summed from 0 to n equals `g` summed from 1 to n + 1 plus the lowest term `g 0`, where `g (n + 1)` is zero. `key` compares these sums by taking off either the first or the last of n + 2 terms, and `linarith` combines the equations.

## The formula for every order

Applying the power rule to each term and then using `sum_step` shows that the sum of order n has the sum of order n + 1 as its derivative.

```lean
/-- The sum of order `n` in powers of the occupation has the sum of order `n+1` as its
derivative with respect to the reduced energy. -/
theorem hasDerivAt_sum (n : ℕ) (x : ℝ) :
    HasDerivAt (fun z => ∑ k ∈ Finset.range (n + 1), coeff n k * fermi z ^ (k + 1))
      (∑ k ∈ Finset.range (n + 2), coeff (n + 1) k * fermi x ^ (k + 1)) x := by
  have h := HasDerivAt.fun_sum (u := Finset.range (n + 1)) fun k _ =>
    ((hasDerivAt_fermi x).fun_pow (k + 1)).const_mul (coeff n k)
  refine h.congr_deriv ?_
  rw [← sum_step]
  refine Finset.sum_congr rfl fun k _ => ?_
  rw [Nat.add_sub_cancel]
  push_cast
  ring
```

The main theorem writes the coefficients out in full. `iteratedDeriv n fermi x` is f⁽ⁿ⁾(x), with order zero meaning the function itself.

```lean
/-- Every derivative of the Fermi-Dirac function is a polynomial in the occupation itself,
with coefficients given by Stirling numbers of the second kind. -/
theorem iteratedDeriv_fermi (n : ℕ) (x : ℝ) :
    iteratedDeriv n fermi x = ∑ k ∈ Finset.range (n + 1),
      (-1) ^ (n + k) * (k.factorial : ℝ) * (Nat.stirlingSecond (n + 1) (k + 1) : ℝ)
        * fermi x ^ (k + 1) := by
  change _ = ∑ k ∈ Finset.range (n + 1), coeff n k * fermi x ^ (k + 1)
  induction n generalizing x with
  | zero => simp [coeff, Nat.stirlingSecond]
  | succ n ih =>
    rw [iteratedDeriv_succ, funext ih]
    exact (hasDerivAt_sum n x).deriv
```

The line with `change` abbreviates the coefficients to `coeff`. In the induction, `x` is kept general because the hypothesis must hold as an equality of functions before it can be differentiated; `funext ih` supplies that equality.

Lean's derivative is set to zero wherever a function is not differentiable, so a formula for `iteratedDeriv` does not by itself state that the derivatives exist. The following theorem states it: each derivative is itself differentiable at every real x.

```lean
/-- The derivative of order `n` of the Fermi-Dirac function is differentiable everywhere,
and its slope is the derivative of order `n+1`. -/
theorem hasDerivAt_iteratedDeriv (n : ℕ) (x : ℝ) :
    HasDerivAt (iteratedDeriv n fermi) (iteratedDeriv (n + 1) fermi x) x := by
  rw [iteratedDeriv_fermi (n + 1) x, funext (iteratedDeriv_fermi n)]
  exact hasDerivAt_sum n x
```

## Derivatives with respect to the energy

Here β and μ are arbitrary real constants; physically β = 1/(k_B T) is positive, with k_B the Boltzmann constant and T the temperature. In Fermi-Dirac smearing the width takes the place of k_B T.

```lean
/-- At inverse temperature `β` and chemical potential `μ`, the `n`-th derivative of the occupation
with respect to the energy `ε` is `β ^ n` times a sum over powers of the occupation at `ε`, with
signs, factorials and Stirling numbers as coefficients. -/
theorem iteratedDeriv_occupation (β μ : ℝ) (n : ℕ) (ε : ℝ) :
    iteratedDeriv n (fun e => fermi (β * (e - μ))) ε
      = β ^ n * ∑ k ∈ Finset.range (n + 1),
        (-1) ^ (n + k) * (k.factorial : ℝ) * (Nat.stirlingSecond (n + 1) (k + 1) : ℝ)
          * fermi (β * (ε - μ)) ^ (k + 1) := by
  rw [← iteratedDeriv_fermi]
  induction n generalizing ε with
  | zero => simp
  | succ n ih =>
    rw [iteratedDeriv_succ, funext ih]
    have hlin : HasDerivAt (fun e : ℝ => β * (e - μ)) β ε :=
      (((hasDerivAt_id' ε).sub_const μ).const_mul β).congr_deriv (mul_one β)
    -- each energy derivative brings down one factor β
    have h := (hasDerivAt_iteratedDeriv n (β * (ε - μ))).comp ε hlin
    have h' := (h.const_mul (β ^ n)).deriv
    refine Eq.trans h' ?_
    ring
```

The first rewrite replaces the Stirling sum by f⁽ⁿ⁾, which leaves the scaling law to be proved by induction. `hlin` states that the reduced energy has slope β, and the chain rule, applied through `comp`, yields one more factor β at each step.

## Reflection about the chemical potential

The particle-hole relation is proved by clearing both denominators and using exp(−x) exp(x) = 1.

```lean
/-- Particle-hole symmetry: the occupation at `-x` is the hole occupation at `x`. -/
theorem fermi_neg (x : ℝ) : fermi (-x) = 1 - fermi x := by
  have h1 : 1 + Real.exp (-x) ≠ 0 := by positivity
  have h2 : 1 + Real.exp x ≠ 0 := by positivity
  have h : Real.exp (-x) * Real.exp x = 1 := by
    rw [← Real.exp_add, neg_add_cancel, Real.exp_zero]
  unfold fermi
  rw [eq_sub_iff_add_eq, div_add_div _ _ h1 h2, div_eq_one_iff_eq (mul_ne_zero h1 h2)]
  linear_combination -h
```

The parity statement is indexed so that `n` = 0 is the first derivative. Order zero is excluded, since f itself is neither even nor odd.

```lean
/-- The derivative of order `n+1` of the Fermi-Dirac function has parity `(-1) ^ n` under
reflection of the reduced energy. -/
theorem iteratedDeriv_fermi_neg (n : ℕ) (x : ℝ) :
    iteratedDeriv (n + 1) fermi (-x) = (-1) ^ n * iteratedDeriv (n + 1) fermi x := by
  induction n generalizing x with
  | zero =>
    have d : ∀ y, iteratedDeriv (0 + 1) fermi y = -(fermi y * (1 - fermi y)) := fun y => by
      rw [iteratedDeriv_succ, iteratedDeriv_zero]
      exact (hasDerivAt_fermi y).deriv
    rw [d, d, fermi_neg]
    ring
  | succ n ih =>
    -- differentiate both sides of the relation of order n
    have h1 : HasDerivAt (fun y => iteratedDeriv (n + 1) fermi (-y))
        (iteratedDeriv (n + 1 + 1) fermi (-x) * -1) x := by
      have h := (hasDerivAt_iteratedDeriv (n + 1) (-x)).comp x (hasDerivAt_id' x).fun_neg
      exact h
    have h2 := (hasDerivAt_iteratedDeriv (n + 1) x).const_mul ((-1 : ℝ) ^ n)
    rw [funext ih] at h1
    have h3 := h1.unique h2
    linear_combination -h3
```

The first derivative is handled directly: replacing f by 1 − f leaves −f(1 − f) unchanged. In the induction step, `h1` and `h2` are the derivatives of the two sides of the previous relation, and `h1.unique h2` equates them. The factor −1 from the inner function −x supplies the change of sign.

Parity also has a numerical use. Well below the chemical potential f is close to 1 and the terms of the polynomial nearly cancel, whereas the same derivative evaluated at −x involves only powers of a small number. This is a remark about rounding, while the theorems concern real numbers.

The orders 2, 4, 6, … are written as `2 * m + 2` with m = 0, 1, 2, …. Setting x = 0 in the parity relation makes each of these derivatives equal to its own negative, and `linarith` concludes that it vanishes.

```lean
/-- All derivatives of positive even order of the Fermi-Dirac function vanish at zero
reduced energy. -/
theorem iteratedDeriv_even_zero (m : ℕ) : iteratedDeriv (2 * m + 2) fermi 0 = 0 := by
  have h := iteratedDeriv_fermi_neg (2 * m + 1) 0
  have s : (-1 : ℝ) ^ (2 * m + 1) = -1 := by
    rw [pow_succ, pow_mul]
    norm_num
  rw [neg_zero, s] at h
  change iteratedDeriv (2 * m + 1 + 1) fermi 0 = 0
  linarith

end

end FermiDiracDerivatives
```

```lean
#print axioms FermiDiracDerivatives.iteratedDeriv_fermi
#print axioms FermiDiracDerivatives.iteratedDeriv_occupation
#print axioms FermiDiracDerivatives.iteratedDeriv_even_zero
```

```
'FermiDiracDerivatives.iteratedDeriv_fermi' depends on axioms: [propext, Classical.choice, Quot.sound]
'FermiDiracDerivatives.iteratedDeriv_occupation' depends on axioms: [propext, Classical.choice, Quot.sound]
'FermiDiracDerivatives.iteratedDeriv_even_zero' depends on axioms: [propext, Classical.choice, Quot.sound]
```
